# Two assignments of d particles to single-particle states have the same occupation numbers exactly when a permutation of the particles relates them

Read `f` and `g` as two ways of giving each of `d` particles a single-particle label from a set `α`, which may be infinite. `map_eq_iff_perm` says that the two multisets of labels agree, so that every label is occupied equally often in both, exactly when some permutation `σ` satisfies `f i = g (σ i)` for all `i`. The statement is purely combinatorial: it involves no Hamiltonian, amplitudes or exchange sign. For the forward direction, the attempt shows that each label is carried by equally many particles in both assignments, matches those groups one by one and joins the matchings into a permutation. For the converse, it uses the fact that permuting the full set of particles leaves that set unchanged.

In Lean, a first try:

```lean
import Mathlib

open Filter Topology Matrix

namespace CubicMesh

/-- Two lists of `d` labels form the same multiset exactly when a permutation relates them. -/
theorem map_eq_iff_perm {d : ℕ} {α : Type*} [DecidableEq α] (f g : Fin d → α) :
    Finset.univ.val.map f = Finset.univ.val.map g ↔
      ∃ σ : Equiv.Perm (Fin d), ∀ i, f i = g (σ i) := by
  constructor
  · intro h
    have hc : ∀ (u : Fin d → α) (b : α),
        Fintype.card {i // u i = b} = Multiset.count b (Finset.univ.val.map u) := by
      intro u b
      rw [Multiset.count_map, Fintype.card_subtype]
      exact congrArg Multiset.card (Multiset.filter_congr (fun a _ => eq_comm))
    -- fibres over each label have equal size, so they can be matched
    have e : ∀ b, {i // f i = b} ≃ {i // g i = b} := fun b =>
      Fintype.equivOfCardEq (by rw [hc, hc, h])
    exact ⟨(Equiv.sigmaFiberEquiv f).symm.trans
      ((Equiv.sigmaCongrRight e).trans (Equiv.sigmaFiberEquiv g)),
      fun i => (e (f i) ⟨i, rfl⟩).2.symm⟩
  · rintro ⟨σ, h⟩
    have hf : f = g ∘ σ := funext h
    rw [hf, ← Multiset.map_map]
    exact congrArg (Multiset.map g) (congrArg Finset.val (Finset.map_univ_equiv σ))

end CubicMesh
```

The compiler's answer:

```
Main.lean:17:35: error: Application type mismatch: The argument
  Multiset.filter_congr fun a x => eq_comm
has type
  Multiset.filter (fun a => ?m.75 a = ?m.76 a) ?m.65 = Multiset.filter (fun a => ?m.76 a = ?m.75 a) ?m.65
but is expected to have type
  {x | u x = b}.val = Multiset.filter (fun a => b = u a) Finset.univ.val
in the application
  congrArg Multiset.card (Multiset.filter_congr fun a x => eq_comm)
```

What went wrong. The error is in the auxiliary fact `hc`, which equates the number of particles carrying label `b` with the count of `b` in the multiset. After the rewrites, the left side is the cardinality of a filtered `Finset`, and the right side that of a `Multiset.filter`. `congrArg Multiset.card` therefore asks for an equality whose left side is `{x | u x = b}.val`. `Multiset.filter_congr` offers an equality between two `Multiset.filter` expressions, with the multiset and both sides of the predicate still undetermined (the `?m` terms), and Lean did not match the two forms.

The repair first proves `hfil`, where the multiset and both predicates are written out, so `Multiset.filter_congr` and `eq_comm` have a definite goal. Then `Finset.card_def` turns the finset's cardinality into that of its underlying multiset, and `Finset.filter_val` rewrites that multiset as a `Multiset.filter`. The left side now has the form found in `hfil`, and `congrArg Multiset.card hfil` closes the goal.

The change, after which it compiles:

```diff
@@ -14,6 +14,9 @@
         Fintype.card {i // u i = b} = Multiset.count b (Finset.univ.val.map u) := by
       intro u b
-      rw [Multiset.count_map, Fintype.card_subtype]
-      exact congrArg Multiset.card (Multiset.filter_congr (fun a _ => eq_comm))
+      have hfil : Multiset.filter (fun i => u i = b) Finset.univ.val =
+          Multiset.filter (fun i => b = u i) Finset.univ.val :=
+        Multiset.filter_congr (fun _ _ => eq_comm)
+      rw [Multiset.count_map, Fintype.card_subtype, Finset.card_def, Finset.filter_val]
+      exact congrArg Multiset.card hfil
     -- fibres over each label have equal size, so they can be matched
     have e : ∀ b, {i // f i = b} ≃ {i // g i = b} := fun b =>
```
